# A product of atomic sums equals a sum over set partitions, with distinct atoms on distinct blocks

For finitely many atoms at positions \(x_j\) and two one-particle functions \(\varphi_1,\varphi_2\), splitting the double sum by whether the two atom labels agree gives
\[
\Big(\sum_i\varphi_1(x_i)\Big)\Big(\sum_j\varphi_2(x_j)\Big)=\sum_{i\neq j}\varphi_1(x_i)\varphi_2(x_j)+\sum_i\varphi_1(x_i)\varphi_2(x_i).
\]
The last sum is a self-interaction term, and for any finite number of factors the same splitting runs over all set partitions of the factors.

In Lean 4 with Mathlib:

```lean
import Mathlib

open scoped Classical

noncomputable section

namespace BodyOrderExpansion

variable {T J X R : Type*} [Fintype T] [Fintype J] [CommRing R]

/-- A finite set of labels has finitely many set partitions. -/
instance partitionFintype : Fintype (Setoid T) :=
  have : Finite (Setoid T) :=
    Finite.of_injective (fun (s : Setoid T) (a b : T) => s.r a b)
      (fun _ _ h => Setoid.ext fun a b => iff_of_eq (congrFun (congrFun h a) b))
  Fintype.ofFinite _

/-- The one-particle function `φ` summed over all atoms. -/
def atomicBase (x : J → X) (φ : X → R) : R := ∑ j, φ (x j)

/-- The contribution of a set partition `s` of the factors: distinct blocks sit on distinct
atoms, and every factor is evaluated at the atom of its block. -/
def clusterSum (x : J → X) (φ : T → X → R) (s : Setoid T) : R :=
  ∑ e : Quotient s ↪ J, ∏ t, φ t (x (e (Quotient.mk s t)))

/-- The sum in which all factors sit on pairwise distinct atoms. -/
def properSum (x : J → X) (φ : T → X → R) : R :=
  ∑ e : T ↪ J, ∏ t, φ t (x (e t))

/-- The product of atomic sums is an unrestricted sum over all ways to give each factor
an atom. -/
theorem prod_atomicBase_eq_sum_maps (x : J → X) (φ : T → X → R) :
    ∏ t, atomicBase x (φ t) = ∑ f : T → J, ∏ t, φ t (x (f t)) := by
  simp only [atomicBase, Finset.prod_univ_sum, Fintype.piFinset_univ]

/-- The assignments of atoms in which two factors share an atom exactly when they share a block
of `s` add up to the contribution of `s`. -/
theorem sum_maps_with_coincidences (x : J → X) (φ : T → X → R) (s : Setoid T) :
    ∑ f : T → J with Setoid.ker f = s, ∏ t, φ t (x (f t)) = clusterSum x φ s := by
  symm
  unfold clusterSum
  refine Finset.sum_bij (fun e _ => fun t => e (Quotient.mk s t)) ?_ ?_ ?_ ?_
  · -- an injective assignment of blocks has exactly the coincidences of `s`
    intro e _
    refine Finset.mem_filter.mpr ⟨Finset.mem_univ _, Setoid.ext fun a b => ⟨fun h => ?_, fun h => ?_⟩⟩
    · have h' : e (Quotient.mk s a) = e (Quotient.mk s b) := h
      exact Quotient.exact (e.injective h')
    · have h' : Quotient.mk s a = Quotient.mk s b := Quotient.sound h
      exact congrArg e h'
  · intro e₁ _ e₂ _ h
    refine DFunLike.ext _ _ fun q => ?_
    obtain ⟨a, rfl⟩ := Quotient.exists_rep q
    exact congrFun h a
  · -- a map with these coincidences descends to the blocks
    intro f hf
    have hs : Setoid.ker f = s := (Finset.mem_filter.mp hf).2
    subst hs
    refine ⟨⟨Quotient.lift f (fun a b h => h), ?_⟩, Finset.mem_univ _, rfl⟩
    intro p q h
    obtain ⟨a, rfl⟩ := Quotient.exists_rep p
    obtain ⟨b, rfl⟩ := Quotient.exists_rep q
    exact Quotient.sound h
  · intro e _
    rfl

/-- Body-order expansion: a product of atomic sums equals the sum, over all set partitions of
the factors, of the contributions with distinct atoms on distinct blocks. -/
theorem prod_atomicBase_eq_sum_partitions (x : J → X) (φ : T → X → R) :
    ∏ t, atomicBase x (φ t) = ∑ s : Setoid T, clusterSum x φ s := by
  rw [prod_atomicBase_eq_sum_maps,
    ← Finset.sum_fiberwise Finset.univ (fun f : T → J => Setoid.ker f)]
  exact Finset.sum_congr rfl fun s _ => sum_maps_with_coincidences x φ s

/-- In the contribution of a partition, each block acts as a single one-particle function, the
product of the functions in the block, evaluated at one atom. -/
theorem clusterSum_eq_prod_blocks (x : J → X) (φ : T → X → R) (s : Setoid T) :
    clusterSum x φ s =
      ∑ e : Quotient s ↪ J, ∏ b : Quotient s, ∏ t with Quotient.mk s t = b, φ t (x (e b)) := by
  unfold clusterSum
  refine Finset.sum_congr rfl fun e _ => ?_
  rw [← Finset.prod_fiberwise Finset.univ (fun t => Quotient.mk s t)]
  refine Finset.prod_congr rfl fun b _ => Finset.prod_congr rfl fun t ht => ?_
  rw [(Finset.mem_filter.mp ht).2]

/-- The partition into single factors contributes the sum over pairwise distinct atoms. -/
theorem clusterSum_bot (x : J → X) (φ : T → X → R) :
    clusterSum x φ ⊥ = properSum x φ := by
  unfold clusterSum properSum
  have inj : ∀ e : Quotient (⊥ : Setoid T) ↪ J,
      Function.Injective (fun t => e (Quotient.mk ⊥ t)) := by
    intro e a b h
    have h' : e (Quotient.mk ⊥ a) = e (Quotient.mk ⊥ b) := h
    exact Quotient.exact (e.injective h')
  refine Finset.sum_bij (fun e _ => (⟨fun t => e (Quotient.mk ⊥ t), inj e⟩ : T ↪ J))
    (fun _ _ => Finset.mem_univ _) ?_ ?_ (fun _ _ => rfl)
  · intro e₁ _ e₂ _ h
    refine DFunLike.ext _ _ fun q => ?_
    obtain ⟨a, rfl⟩ := Quotient.exists_rep q
    exact DFunLike.congr_fun h a
  · intro g _
    refine ⟨⟨Quotient.lift g (fun a b h => congrArg g (show a = b from h)), ?_⟩,
      Finset.mem_univ _, rfl⟩
    intro p q h
    obtain ⟨a, rfl⟩ := Quotient.exists_rep p
    obtain ⟨b, rfl⟩ := Quotient.exists_rep q
    have h' : g a = g b := h
    rw [g.injective h']

/-- The sum over distinct atoms is the product of atomic sums minus the self-interaction terms,
which come from the partitions with a block of more than one factor. -/
theorem properSum_eq_prod_sub_selfInteraction (x : J → X) (φ : T → X → R) :
    properSum x φ = ∏ t, atomicBase x (φ t)
      - ∑ s ∈ Finset.univ.erase (⊥ : Setoid T), clusterSum x φ s := by
  rw [prod_atomicBase_eq_sum_partitions, ← clusterSum_bot]
  exact eq_sub_of_add_eq
    (Finset.add_sum_erase Finset.univ (fun s => clusterSum x φ s) (Finset.mem_univ ⊥))

/-- Every partition other than the one into single factors has fewer blocks than there are
factors. -/
theorem selfInteraction_lower_order (s : Setoid T) (hs : s ≠ ⊥) :
    Fintype.card (Quotient s) < Fintype.card T := by
  refine Fintype.card_lt_of_surjective_not_injective (fun t => Quotient.mk s t)
    (fun q => Quotient.exists_rep q) fun hinj => hs (Setoid.ext fun a b => ⟨fun h => ?_, fun h => ?_⟩)
  · exact hinj (Quotient.sound h)
  · have h' : a = b := h
    subst h'
    exact s.refl _

/-- With fewer atoms than factors, the product of atomic sums consists of self-interaction
terms only. -/
theorem prod_eq_selfInteraction_of_few_atoms (x : J → X) (φ : T → X → R)
    (h : Fintype.card J < Fintype.card T) :
    ∏ t, atomicBase x (φ t) =
      ∑ s ∈ Finset.univ.erase (⊥ : Setoid T), clusterSum x φ s := by
  have h0 : properSum x φ = 0 := Finset.sum_eq_zero fun e _ =>
    absurd (Fintype.card_le_of_injective e e.injective) (not_le_of_gt h)
  rw [properSum_eq_prod_sub_selfInteraction] at h0
  exact sub_eq_zero.mp h0

/-- The sum over triples of distinct atoms, written through atomic sums of the three functions
and of their products. -/
theorem three_distinct_atoms (x : J → X) (f g h : X → R) :
    ∑ i, ∑ j, ∑ k, (if i ≠ j ∧ i ≠ k ∧ j ≠ k then f (x i) * g (x j) * h (x k) else 0) =
      atomicBase x f * atomicBase x g * atomicBase x h
      - atomicBase x (fun y => f y * g y) * atomicBase x h
      - atomicBase x (fun y => f y * h y) * atomicBase x g
      - atomicBase x (fun y => g y * h y) * atomicBase x f
      + 2 * atomicBase x (fun y => f y * g y * h y) := by
  obtain ⟨F, hF⟩ : ∃ F : J → R, ∀ i, f (x i) = F i := ⟨fun i => f (x i), fun _ => rfl⟩
  obtain ⟨G, hG⟩ : ∃ G : J → R, ∀ i, g (x i) = G i := ⟨fun i => g (x i), fun _ => rfl⟩
  obtain ⟨H, hH⟩ : ∃ H : J → R, ∀ i, h (x i) = H i := ⟨fun i => h (x i), fun _ => rfl⟩
  simp only [atomicBase, hF, hG, hH]
  -- inclusion-exclusion for the coincidences of three atoms
  have key : ∀ i j k : J, (if i ≠ j ∧ i ≠ k ∧ j ≠ k then F i * G j * H k else 0) =
      F i * G j * H k - (if i = j then F i * G j * H k else 0)
      - (if i = k then F i * G j * H k else 0) - (if j = k then F i * G j * H k else 0)
      + (if i = k then (if i = j then F i * G j * H k else 0) else 0)
      + (if i = k then (if i = j then F i * G j * H k else 0) else 0) := by
    intro i j k
    rcases eq_or_ne i j with rfl | h1
    · rcases eq_or_ne i k with rfl | h2
      · simp only [ne_eq, eq_self, not_true_eq_false, false_and, if_true, if_false]
        ring
      · simp [h2]
    · rcases eq_or_ne i k with rfl | h2
      · simp [h1, h1.symm]
      · rcases eq_or_ne j k with rfl | h3
        · simp [h1]
        · simp [h1, h2, h3]
  have e0 : ∑ i, ∑ j, ∑ k, F i * G j * H k = (∑ i, F i) * (∑ j, G j) * ∑ k, H k := by
    simp only [← Finset.mul_sum, ← Finset.sum_mul]
  have e1 : ∑ i, ∑ j, ∑ k, (if i = j then F i * G j * H k else 0) =
      (∑ i, F i * G i) * ∑ k, H k := by
    rw [Finset.sum_mul]
    refine Finset.sum_congr rfl fun i _ => ?_
    rw [Finset.sum_comm]
    simp only [Finset.sum_ite_eq, Finset.mem_univ, if_true, Finset.mul_sum]
  have e2 : ∑ i, ∑ j, ∑ k, (if i = k then F i * G j * H k else 0) =
      (∑ i, F i * H i) * ∑ j, G j := by
    rw [Finset.sum_mul]
    refine Finset.sum_congr rfl fun i _ => ?_
    simp only [Finset.sum_ite_eq, Finset.mem_univ, if_true, Finset.mul_sum]
    exact Finset.sum_congr rfl fun j _ => by ring
  have e3 : ∑ i, ∑ j, ∑ k, (if j = k then F i * G j * H k else 0) =
      (∑ j, G j * H j) * ∑ i, F i := by
    rw [mul_comm, Finset.sum_mul]
    refine Finset.sum_congr rfl fun i _ => ?_
    simp only [Finset.sum_ite_eq, Finset.mem_univ, if_true, Finset.mul_sum]
    exact Finset.sum_congr rfl fun j _ => by ring
  have e4 : ∑ i, ∑ j, ∑ k, (if i = k then (if i = j then F i * G j * H k else 0) else 0) =
      ∑ i, F i * G i * H i := by
    simp only [Finset.sum_ite_eq, Finset.mem_univ, if_true]
  simp only [key, Finset.sum_add_distrib, Finset.sum_sub_distrib]
  rw [e0, e1, e2, e3, e4]
  ring

end BodyOrderExpansion
```

```lean
#print axioms BodyOrderExpansion.prod_atomicBase_eq_sum_partitions
-- 'BodyOrderExpansion.prod_atomicBase_eq_sum_partitions' depends on axioms: [propext, Classical.choice, Quot.sound]
#print axioms BodyOrderExpansion.selfInteraction_lower_order
-- 'BodyOrderExpansion.selfInteraction_lower_order' depends on axioms: [propext, Classical.choice, Quot.sound]
#print axioms BodyOrderExpansion.prod_eq_selfInteraction_of_few_atoms
-- 'BodyOrderExpansion.prod_eq_selfInteraction_of_few_atoms' depends on axioms: [propext, Classical.choice, Quot.sound]
#print axioms BodyOrderExpansion.three_distinct_atoms
-- 'BodyOrderExpansion.three_distinct_atoms' depends on axioms: [propext, Classical.choice, Quot.sound]
```

## The expansion for any number of factors

Let \(T\) be the finite set of factor labels and \(J\) the finite set of atoms. Write \([t]\) for the block of a partition \(s\) that contains \(t\), and \(T/s\) for the set of blocks. The main theorem, `prod_atomicBase_eq_sum_partitions`, says
\[
\prod_{t\in T}\sum_{j\in J}\varphi_t(x_j)=\sum_{s}\;\sum_{e:\,T/s\hookrightarrow J}\;\prod_{t\in T}\varphi_t\big(x_{e([t])}\big).
\]

A partition is an equivalence relation `s : Setoid T`, its set of blocks is `Quotient s`, and an injective assignment of atoms to blocks is an embedding `Quotient s ↪ J`. The inner sum is `clusterSum x φ s`, and each factor on the left is `atomicBase x (φ t)`. The partition into single factors is written `⊥`; its contribution is `properSum`, the sum over pairwise distinct atoms.

Positions may lie in any type `X`, so a position can also carry a chemical species. Values lie in any commutative ring `R`, which includes the real and complex numbers. "Distinct" refers to atom labels: two atoms with equal coordinates still count as two. The sums run over ordered assignments, not over unordered clusters.

## Body order and self-interaction

In potentials of the atomic-cluster-expansion type, the neighbours of an atom enter through sums \(\sum_j\varphi_t(x_j)\), where \(x_j\) is now the position of neighbour \(j\) relative to that atom, and these sums are then multiplied; for a finite neighbour list and functions of one neighbour each, the theorem states exactly which many-body terms such a product contains.

Within a block, all functions are evaluated at the same atom, so the block acts as one function, the product of its members (`clusterSum_eq_prod_blocks`). A partition with \(m\) blocks therefore couples \(m\) distinct neighbours, which is body order \(m+1\) when the central atom is counted. Every partition other than `⊥` has fewer blocks than there are factors (`selfInteraction_lower_order`), so self-interaction terms have lower body order. Whether the product functions in them lie in the span of a chosen one-particle basis is a separate question, which depends on that basis.

Moving these terms to the other side gives the sum over distinct atoms as the full product minus the self-interaction (`properSum_eq_prod_sub_selfInteraction`). With fewer atoms than factors, the distinct-atom sum is empty and only self-interaction remains (`prod_eq_selfInteraction_of_few_atoms`).

## Sorting assignments by their coincidences

Multiplying out the product means choosing one atom for each factor, that is, a map \(f:T\to J\):
\[
\prod_t\sum_j\varphi_t(x_j)=\sum_{f:T\to J}\prod_t\varphi_t(x_{f(t)}).
\]
This is `prod_atomicBase_eq_sum_maps`.

Each map \(f\) determines one partition, its kernel: \(t\) and \(t'\) share a block exactly when \(f(t)=f(t')\). The maps with kernel \(s\) correspond one to one to the injective assignments \(e\) of atoms to the blocks of \(s\), through \(f(t)=e([t])\):

- Given an injective \(e\), the equality \(e([t])=e([t'])\) holds exactly when \([t]=[t']\), so the kernel of \(f\) is \(s\).
- Two assignments that give the same \(f\) agree on every block, because every block contains some \(t\).
- Given \(f\) with kernel \(s\), set \(e([t])=f(t)\). This is well defined because \(f\) is constant on blocks, and injective because \(f\) differs between blocks.

The summands agree under this correspondence. In `sum_maps_with_coincidences`, `Finset.sum_bij` asks for these three points and the equality of summands, and `Quotient.lift` builds \(e\) from \(f\). The main theorem then groups all maps by kernel with `Finset.sum_fiberwise` and replaces each group by its `clusterSum`.

The consequences are short. Grouping the factors of each product by block gives the block form. For `⊥`, blocks and labels are in bijection, which gives `clusterSum_bot`; separating that term from the sum gives the subtraction formula. The map \(t\mapsto[t]\) is always onto, and if it is also injective then \(s\) is `⊥`; hence any other partition has strictly fewer blocks. Finally, a set of labels larger than \(J\) has no embedding into \(J\), so `properSum` vanishes.

## Three factors and a worked instance

For one-particle functions \(f,g,h\), write \(A_f=\sum_i f(x_i)\), and similarly for products. The theorem `three_distinct_atoms` reads
\[
\sum_{i,j,k\ \text{distinct}}f(x_i)g(x_j)h(x_k)=A_fA_gA_h-A_{fg}A_h-A_{fh}A_g-A_{gh}A_f+2A_{fgh}.
\]
It is proved directly, by inclusion–exclusion. With \([\,\cdot\,]\) now equal to 1 for a true condition and 0 otherwise, the condition that all three labels differ is
\[
1-[i=j]-[i=k]-[j=k]+2[i=j=k].
\]
With no coincidence this is 1, with exactly one it is \(1-1=0\), and with all labels equal it is \(1-3+2=0\). The step `key` checks these cases, with the last term written twice in place of the factor 2, and `e0` to `e4` evaluate the resulting sums.

Take two atoms with values \(f=(1,2)\), \(g=(3,1)\), \(h=(2,5)\). Then \(A_fA_gA_h=3\cdot4\cdot7=84\). The partitions contribute:

| Partition | Contribution |
|---|---|
| \(\{f,g\},\{h\}\) | \(3\cdot5+2\cdot2=19\) |
| \(\{f,h\},\{g\}\) | \(2\cdot1+10\cdot3=32\) |
| \(\{g,h\},\{f\}\) | \(6\cdot2+5\cdot1=17\) |
| \(\{f,g,h\}\) | \(6+10=16\) |
| \(\{f\},\{g\},\{h\}\) | \(0\) |

They add up to 84. The explicit formula agrees that two atoms admit no distinct triple: \(84-5\cdot7-12\cdot4-11\cdot3+2\cdot16=0\).
